# The angular average of a displaced standing s-wave is $j_0(ka)\,j_0(kb)$

For all real $k$, $a$ and $b$, with $s(t)=\sqrt{a^2+b^2-2abt}$ and $j_0(x)=\sin x/x$, $j_0(0)=1$,

$$\frac12\int_{-1}^{1} j_0\big(k\,s(t)\big)\,dt = j_0(ka)\,j_0(kb).$$

When $a$ and $b$ are nonzero, the case $k=1$ reads $\int_{-1}^{1}\frac{\sin s}{s}\,dt = 2\,\frac{\sin a}{a}\,\frac{\sin b}{b}$.

```lean
import Mathlib

open Complex (I)

namespace SWaveProduct

noncomputable section

/-- Distance between two points at radii `a` and `b` from the origin, where `t` is the cosine of
the angle between their directions. -/
def sep (a b t : ℝ) : ℝ := √(a ^ 2 + b ^ 2 - 2 * a * b * t)

/-- The distance between two vectors is `sep` of their lengths and the cosine of their angle. -/
theorem norm_sub_eq_sep {E : Type*} [NormedAddCommGroup E] [InnerProductSpace ℝ E]
    (x y : E) (t : ℝ) (h : inner ℝ x y = ‖x‖ * ‖y‖ * t) :
    ‖x - y‖ = sep ‖x‖ ‖y‖ t := by
  unfold sep
  rw [← Real.sqrt_sq (norm_nonneg (x - y)), norm_sub_sq_real, h]
  congr 1
  ring

/-- For parallel directions the distance is `|a - b|`, for opposite directions `|a + b|`. -/
theorem sep_endpoints (a b : ℝ) : sep a b 1 = |a - b| ∧ sep a b (-1) = |a + b| := by
  unfold sep
  constructor
  · rw [show a ^ 2 + b ^ 2 - 2 * a * b * 1 = (a - b) ^ 2 by ring, Real.sqrt_sq_eq_abs]
  · rw [show a ^ 2 + b ^ 2 - 2 * a * b * (-1) = (a + b) ^ 2 by ring, Real.sqrt_sq_eq_abs]

/-- The distance depends continuously on the cosine of the angle. -/
theorem continuous_sep (a b : ℝ) : Continuous (sep a b) :=
  Real.continuous_sqrt.comp
    (by fun_prop : Continuous (fun t : ℝ => a ^ 2 + b ^ 2 - 2 * a * b * t))

/-- The distance is positive when the directions are neither parallel nor opposite and the second
point is not the origin. -/
theorem sep_pos {a b t : ℝ} (hb : b ≠ 0) (h1 : -1 < t) (h2 : t < 1) : 0 < sep a b t := by
  apply Real.sqrt_pos.mpr
  have hb2 : 0 < b ^ 2 := by positivity
  have ht : 0 < (1 - t) * (1 + t) := mul_pos (by linarith) (by linarith)
  nlinarith [mul_pos hb2 ht, sq_nonneg (a - b * t)]

/-- Where the distance `s` is positive, its derivative in the cosine of the angle is `-ab/s`. -/
theorem hasDerivAt_sep {a b t : ℝ} (hs : 0 < sep a b t) :
    HasDerivAt (sep a b) (-(a * b) / sep a b t) t := by
  have hpos : 0 < a ^ 2 + b ^ 2 - 2 * a * b * t := Real.sqrt_pos.mp hs
  have h1 : HasDerivAt (fun t : ℝ => a ^ 2 + b ^ 2 - 2 * a * b * t) (-(2 * a * b)) t :=
    (((hasDerivAt_id' t).const_mul (2 * a * b)).const_sub (a ^ 2 + b ^ 2)).congr_deriv (by ring)
  refine (h1.sqrt hpos.ne').congr_deriv ?_
  change -(2 * a * b) / (2 * √(a ^ 2 + b ^ 2 - 2 * a * b * t))
    = -(a * b) / √(a ^ 2 + b ^ 2 - 2 * a * b * t)
  rw [show -(2 * a * b) = 2 * (-(a * b)) by ring, mul_div_mul_left _ _ two_ne_zero]

/-- Product formula for s-waves: the angular average of the displaced standing wave `j₀(k s)`
is `j₀(k a) j₀(k b)`, where `j₀` is the function `sinc`. -/
theorem s_wave_product (k a b : ℝ) :
    (1 / 2) * ∫ t in (-1 : ℝ)..1, Real.sinc (k * sep a b t)
      = Real.sinc (k * a) * Real.sinc (k * b) := by
  have hsinc : ∀ x : ℝ, Real.sinc (k * |x|) = Real.sinc (k * x) := by
    intro x
    rcases abs_choice x with h | h <;> rw [h]
    rw [mul_neg, Real.sinc_neg]
  have hcos : ∀ x : ℝ, Real.cos (k * |x|) = Real.cos (k * x) := by
    intro x
    rcases abs_choice x with h | h <;> rw [h]
    rw [mul_neg, Real.cos_neg]
  rcases eq_or_ne k 0 with rfl | hk
  · norm_num [Real.sinc_zero]
  rcases eq_or_ne a 0 with rfl | ha
  · have h0 : ∀ t, sep 0 b t = |b| := by
      intro t
      unfold sep
      rw [show (0 : ℝ) ^ 2 + b ^ 2 - 2 * 0 * b * t = b ^ 2 by ring, Real.sqrt_sq_eq_abs]
    simp only [h0, hsinc, mul_zero, Real.sinc_zero, intervalIntegral.integral_const, smul_eq_mul]
    ring
  rcases eq_or_ne b 0 with rfl | hb
  · have h0 : ∀ t, sep a 0 t = |a| := by
      intro t
      unfold sep
      rw [show a ^ 2 + (0 : ℝ) ^ 2 - 2 * a * 0 * t = a ^ 2 by ring, Real.sqrt_sq_eq_abs]
    simp only [h0, hsinc, mul_zero, Real.sinc_zero, intervalIntegral.integral_const, smul_eq_mul]
    ring
  have hc : Continuous (fun t => k * sep a b t) := continuous_const.mul (continuous_sep a b)
  -- `cos (k s) / (k² a b)` is a primitive of the integrand
  have key : ∫ t in (-1 : ℝ)..1, Real.sinc (k * sep a b t)
      = Real.cos (k * sep a b 1) / (k ^ 2 * a * b)
        - Real.cos (k * sep a b (-1)) / (k ^ 2 * a * b) := by
    refine intervalIntegral.integral_eq_sub_of_hasDerivAt_of_le
      (f := fun t => Real.cos (k * sep a b t) / (k ^ 2 * a * b)) (by norm_num)
      ((Real.continuous_cos.comp hc).div_const _).continuousOn ?_
      ((Real.continuous_sinc.comp hc).intervalIntegrable _ _)
    intro t ht
    have hs : 0 < sep a b t := sep_pos hb ht.1 ht.2
    have hs' := hs.ne'
    refine ((((hasDerivAt_sep hs).const_mul k).cos).div_const (k ^ 2 * a * b)).congr_deriv ?_
    rw [Real.sinc_of_ne_zero (mul_ne_zero hk hs')]
    field_simp
  -- the addition formulas turn the endpoint values into a product
  rw [key, (sep_endpoints a b).1, (sep_endpoints a b).2, hcos, hcos,
    show k * (a - b) = k * a - k * b by ring, show k * (a + b) = k * a + k * b by ring,
    Real.cos_sub, Real.cos_add, Real.sinc_of_ne_zero (mul_ne_zero hk ha),
    Real.sinc_of_ne_zero (mul_ne_zero hk hb)]
  field_simp
  ring

/-- The product formula written with `sin s / s`, for nonzero `a` and `b`. -/
theorem integral_sin_div_sep {a b : ℝ} (ha : a ≠ 0) (hb : b ≠ 0) :
    ∫ t in (-1 : ℝ)..1, Real.sin (sep a b t) / sep a b t
      = 2 * (Real.sin a / a) * (Real.sin b / b) := by
  have h := s_wave_product 1 a b
  simp only [one_mul] at h
  rw [Real.sinc_of_ne_zero ha, Real.sinc_of_ne_zero hb] at h
  -- on `(-1, 1]` the integrands agree except possibly at `t = 1`
  have e : ∫ t in (-1 : ℝ)..1, Real.sin (sep a b t) / sep a b t
      = ∫ t in (-1 : ℝ)..1, Real.sinc (sep a b t) := by
    apply intervalIntegral.integral_congr_ae
    filter_upwards [MeasureTheory.compl_mem_ae_iff.mpr
      (MeasureTheory.measure_singleton (μ := MeasureTheory.volume) (1 : ℝ))] with t ht hI
    rw [Set.uIoc_of_le (by norm_num)] at hI
    have ht1 : t ≠ 1 := ht
    rw [Real.sinc_of_ne_zero (sep_pos hb hI.1 (lt_of_le_of_ne hI.2 ht1)).ne']
  rw [e]
  linear_combination 2 * h

/-- The angular average of a displaced radial wave `u(s)/s` is given by the values of a primitive
`G` of `u` at the largest and smallest distance. -/
theorem angular_average_of_primitive {a b : ℝ} (ha : 0 < a) (hb : 0 < b) (hab : a ≠ b)
    {u G : ℝ → ℂ} (hu : Continuous u) (hG : ∀ s, HasDerivAt G (u s) s) :
    (1 / 2 : ℂ) * ∫ t in (-1 : ℝ)..1, u (sep a b t) / (sep a b t : ℂ)
      = (G (a + b) - G |a - b|) / (2 * a * b) := by
  have hs : ∀ t ∈ Set.uIcc (-1 : ℝ) 1, 0 < sep a b t := by
    intro t ht
    rw [Set.uIcc_of_le (by norm_num)] at ht
    apply Real.sqrt_pos.mpr
    have h0 := sub_ne_zero.mpr hab
    have h1 : 0 < (a - b) ^ 2 := by positivity
    nlinarith [mul_nonneg (mul_pos ha hb).le (sub_nonneg.mpr ht.2)]
  have ha' : (a : ℂ) ≠ 0 := Complex.ofReal_ne_zero.mpr ha.ne'
  have hb' : (b : ℂ) ≠ 0 := Complex.ofReal_ne_zero.mpr hb.ne'
  have key : ∫ t in (-1 : ℝ)..1, u (sep a b t) / (sep a b t : ℂ)
      = -(G (sep a b 1)) / ((a : ℂ) * b) - -(G (sep a b (-1))) / ((a : ℂ) * b) := by
    refine intervalIntegral.integral_eq_sub_of_hasDerivAt
      (f := fun t => -(G (sep a b t)) / ((a : ℂ) * b)) ?_ ?_
    · intro t ht
      have hs' : (sep a b t : ℂ) ≠ 0 := Complex.ofReal_ne_zero.mpr (hs t ht).ne'
      refine ((((hG (sep a b t)).scomp t (hasDerivAt_sep (hs t ht))).fun_neg).div_const
        ((a : ℂ) * b)).congr_deriv ?_
      rw [Complex.real_smul]
      push_cast
      field_simp
    · apply ContinuousOn.intervalIntegrable
      exact (hu.comp (continuous_sep a b)).continuousOn.div
        (Complex.continuous_ofReal.comp (continuous_sep a b)).continuousOn
        (fun t ht => Complex.ofReal_ne_zero.mpr (hs t ht).ne')
  rw [key, (sep_endpoints a b).1, (sep_endpoints a b).2, abs_of_pos (add_pos ha hb)]
  ring

/-- For `0 < a < b` and complex wave number `k ≠ 0`, the angular average of the displaced wave
`exp(iks)/s` is `sin(ka)/(ka)` times `exp(ikb)/b`. -/
theorem outgoing_wave_average {a b : ℝ} (ha : 0 < a) (hab : a < b) {k : ℂ} (hk : k ≠ 0) :
    (1 / 2 : ℂ) * ∫ t in (-1 : ℝ)..1, Complex.exp (I * k * (sep a b t : ℂ)) / (sep a b t : ℂ)
      = Complex.sin (k * a) / (k * a) * (Complex.exp (I * k * b) / b) := by
  have hI : I * k * (-I / k) = 1 := by
    calc I * k * (-I / k) = -(I * I) * (k / k) := by ring
      _ = 1 := by rw [Complex.I_mul_I, div_self hk]; norm_num
  have hG : ∀ s : ℝ, HasDerivAt (fun s : ℝ => Complex.exp (I * k * (s : ℂ)) * (-I / k))
      (Complex.exp (I * k * (s : ℂ))) s := by
    intro s
    have h1 : HasDerivAt (fun s : ℝ => I * k * (s : ℂ)) (I * k) s :=
      ((hasDerivAt_id' s).ofReal_comp.const_mul (I * k)).congr_deriv (by simp)
    exact (h1.cexp.mul_const (-I / k)).congr_deriv (by rw [mul_assoc, hI, mul_one])
  refine (angular_average_of_primitive (u := fun s : ℝ => Complex.exp (I * k * (s : ℂ)))
    ha (ha.trans hab) hab.ne (by fun_prop) hG).trans ?_
  have habs : |a - b| = b - a := by rw [abs_sub_comm, abs_of_pos (sub_pos.mpr hab)]
  -- split off the common factor `exp(ikb)`
  have e1 : Complex.exp (I * k * ((a + b : ℝ) : ℂ))
      = Complex.exp (k * a * I) * Complex.exp (I * k * b) := by
    rw [← Complex.exp_add]
    congr 1
    push_cast
    ring
  have e2 : Complex.exp (I * k * ((b - a : ℝ) : ℂ))
      = Complex.exp (-(k * a) * I) * Complex.exp (I * k * b) := by
    rw [← Complex.exp_add]
    congr 1
    push_cast
    ring
  rw [habs, e1, e2, Complex.sin]
  ring

end

end SWaveProduct
```

```lean
#print axioms SWaveProduct.norm_sub_eq_sep
#print axioms SWaveProduct.integral_sin_div_sep
#print axioms SWaveProduct.outgoing_wave_average
```

```
'SWaveProduct.norm_sub_eq_sep' depends on axioms: [propext, Classical.choice, Quot.sound]
'SWaveProduct.integral_sin_div_sep' depends on axioms: [propext, Classical.choice, Quot.sound]
'SWaveProduct.outgoing_wave_average' depends on axioms: [propext, Classical.choice, Quot.sound]
```

## Waves seen from another centre

Place the centre of a spherical wave at distance $b$ from the origin, and observe the wave at a point at distance $a$ from the origin. If $t$ is the cosine of the angle between the two directions, the law of cosines gives the separation $s(t)$, which is `sep a b t` in Lean. The lemma `norm_sub_eq_sep` confirms this reading for vectors in any real inner product space, given that their inner product is the product of their lengths times $t$.

In three dimensions, averaging over the sphere of radius $a$ means integrating over the solid angle and dividing by $4\pi$. The azimuthal integral contributes $2\pi$, which leaves $\frac12\int_{-1}^{1}dt$. The theorems start from this one-dimensional integral; the surface integral itself is not formalised.

The function $j_0(kr)$, with $r$ the distance from its centre, is the regular free s-wave of wave number $k$. For the displaced wave $j_0(ks)$, the average over the sphere of radius $a$ is the value at that radius of its $\ell=0$ part about the origin, so `s_wave_product` says that this part is again a standing s-wave, $j_0(ka)$, with amplitude $j_0(kb)$. Re-expansions of this kind occur in multiple-scattering treatments of electronic structure; the formula here covers only the $\ell=0$ part, for a single-particle wave in a constant potential.

In Lean, $j_0$ is `Real.sinc`, which has the value 1 at the origin. This is why `s_wave_product` needs no conditions on its three real arguments, although $a$ and $b$ are radii only when they are nonnegative. The version with an explicit quotient, `integral_sin_div_sep`, assumes $a\neq0$ and $b\neq0$ but not $a\neq b$.

The last two theorems concern waves of the form $u(s)/s$, which may be singular at their centre. Both take positive, unequal radii, so that the sphere does not pass through the centre of the wave. In `outgoing_wave_average` the centre lies outside the sphere, $0<a<b$, and the wave number may be any nonzero complex number:

$$\frac12\int_{-1}^{1}\frac{e^{iks}}{s}\,dt=\frac{\sin(ka)}{ka}\,\frac{e^{ikb}}{b}.$$

For real $k>0$ and time dependence $e^{-i\omega t'}$ with $\omega>0$, where $t'$ is time, this is an outgoing wave. For $k=i\kappa$ with $\kappa>0$ it is the decaying wave $e^{-\kappa s}/s$.

## The distance as integration variable

Differentiating $s^2=a^2+b^2-2abt$ gives $2s\,\frac{ds}{dt}=-2ab$, hence

$$\frac{ds}{dt}=-\frac{ab}{s}\qquad\text{where } s>0.$$

This is `hasDerivAt_sep`. At the ends of the interval the radicand is a perfect square, so $s(1)=|a-b|$ and $s(-1)=|a+b|$, as `sep_endpoints` states.

Suppose first that $k$, $a$ and $b$ are all nonzero. By the chain rule,

$$\frac{d}{dt}\,\frac{\cos(ks)}{k^2ab}
=\frac{-k\sin(ks)}{k^2ab}\left(-\frac{ab}{s}\right)
=\frac{\sin(ks)}{ks}=j_0(ks).$$

Since cosine is even, the absolute values at the endpoints have no effect, and

$$\int_{-1}^{1}j_0(ks)\,dt
=\frac{\cos(ka-kb)-\cos(ka+kb)}{k^2ab}
=\frac{2\sin(ka)\sin(kb)}{k^2ab}.$$

Half of this is $j_0(ka)\,j_0(kb)$.

The remaining cases are direct. If $k=0$, the integrand is 1 and both sides equal 1. If $a=0$, then $s=|b|$ for every $t$, and the average is $j_0(k|b|)=j_0(kb)$. The case $b=0$ is the same with $a$ in place of $b$.

The Lean proof treats these three cases first, using `hsinc` to remove the absolute values. The step named `key` then applies the fundamental theorem of calculus to the primitive above, and `Real.cos_sub` and `Real.cos_add` produce the product.

## Equal radii

If $a=b\neq0$, the distance vanishes at $t=1$ and the formula for $ds/dt$ fails there. The version of the fundamental theorem used in `key` asks for a continuous primitive on the closed interval, but for its derivative only in the interior. Continuity comes from `continuous_sep`. In the interior,

$$s^2=(a-bt)^2+b^2(1-t^2)>0\qquad(b\neq0,\ -1<t<1),$$

which is `sep_pos`.

For `integral_sin_div_sep`, the integrands $\sin(s)/s$ and $j_0(s)$ agree on $(-1,1]$ except possibly at $t=1$, where Lean evaluates $0/0$ as 0 if $a=b$. A single point has measure zero, so the integrals are equal, and the product formula at $k=1$ gives the result.

## General radial waves and the outgoing wave

The same substitution works for any continuous complex function $u$ with a primitive $G$. For $a,b>0$ and $a\neq b$, we have $s^2=(a-b)^2+2ab(1-t)>0$ on the whole closed interval, and $dt/s=-ds/(ab)$. Therefore

$$\frac12\int_{-1}^{1}\frac{u(s)}{s}\,dt
=\frac{1}{2ab}\int_{|a-b|}^{a+b}u(s)\,ds
=\frac{G(a+b)-G(|a-b|)}{2ab}.$$

In `angular_average_of_primitive` this is proved by differentiating $-G(s(t))/(ab)$ with respect to $t$.

For the outgoing wave take $u(s)=e^{iks}$ and $G(s)=e^{iks}/(ik)$, which the file writes with the factor `-I / k`. With $a<b$, the smallest distance is $b-a$, and

$$\frac{e^{ik(b+a)}-e^{ik(b-a)}}{2ik\,ab}
=\frac{e^{ika}-e^{-ika}}{2i\,ka}\,\frac{e^{ikb}}{b}
=\frac{\sin(ka)}{ka}\,\frac{e^{ikb}}{b}.$$

The steps `e1` and `e2` split off the common factor $e^{ikb}$, and unfolding `Complex.sin` identifies the remaining difference of exponentials as the sine.
